# Exchange scattering strength as local-spin variance, squared offset from the reference field, and a polarisation-weighted commutator term

The theorem `strength_expand` concerns an electron spin in the state τ = (1 + p·σ)/2, coupled to a finite-dimensional local system by D = ∑ σ_a ⊗ (S_a − c_a), where c is a reference field. It states that tr((τ ⊗ ρ) D²) is the sum of the local-spin variance tr(ρ ∑ S_a²) − ∑ m_a², the squared offset ∑ (m_a − c_a)², and i times the traces of ρ with the commutators of the S_a, weighted by the components of p; here m_a = tr(ρ S_a). The matrix ρ is assumed only to have trace one, and the S_a are arbitrary complex matrices, with no spin commutation relations imposed. The attempt factorises the trace into products of electron and local correlators, substitutes the formulas already proved for both, and leaves the remaining algebra to `ring`.

This version doesn't compile in Lean 4 with Mathlib:

```lean
import Mathlib

open Matrix
open scoped Kronecker

namespace StrengthExpand

noncomputable section

variable {n : Type*} [Fintype n] [DecidableEq n]

/-- The three Pauli matrices of the conduction electron. -/
def pauli : Fin 3 → Matrix (Fin 2) (Fin 2) ℂ :=
  ![!![0, 1; 1, 0], !![0, -Complex.I; Complex.I, 0], !![1, 0; 0, -1]]

/-- The electron spin state `(1 + p·σ)/2` with polarisation `p`. -/
def electronState (p : Fin 3 → ℂ) : Matrix (Fin 2) (Fin 2) ℂ :=
  (1 / 2 : ℂ) • (1 + ∑ a, p a • pauli a)

/-- The mean local moment `m_a = tr(ρ S_a)`. -/
def moment (ρ : Matrix n n ℂ) (S : Fin 3 → Matrix n n ℂ) (a : Fin 3) : ℂ :=
  trace (ρ * S a)

/-- The exchange coupling `∑ σ_a ⊗ (S_a - c_a)` left after subtracting a reference field `c`. -/
def disorder (S : Fin 3 → Matrix n n ℂ) (c : Fin 3 → ℂ) :
    Matrix (Fin 2 × n) (Fin 2 × n) ℂ :=
  ∑ a, pauli a ⊗ₖ (S a - c a • (1 : Matrix n n ℂ))

/-- The scattering strength `tr((τ ⊗ ρ) D²)` for electron state `τ` and local state `ρ`. -/
def strength (τ : Matrix (Fin 2) (Fin 2) ℂ) (ρ : Matrix n n ℂ)
    (S : Fin 3 → Matrix n n ℂ) (c : Fin 3 → ℂ) : ℂ :=
  trace ((τ ⊗ₖ ρ) * (disorder S c * disorder S c))

/-- The electron correlators `tr(τ σ_a σ_b)` are one on the diagonal and, off it,
`± i` times the polarisation along the third axis. -/
theorem electron_correlator (p : Fin 3 → ℂ) (a b : Fin 3) :
    trace (electronState p * (pauli a * pauli b)) =
      !![1, Complex.I * p 2, -(Complex.I * p 1);
         -(Complex.I * p 2), 1, Complex.I * p 0;
         Complex.I * p 1, -(Complex.I * p 0), 1] a b := by
  fin_cases a <;> fin_cases b <;>
    simp [electronState, pauli, trace_fin_two, Matrix.mul_apply, Fin.sum_univ_two,
      Fin.sum_univ_three] <;> ring

/-- Correlators of the shifted local spins in a state of trace one. -/
theorem local_correlator {ρ : Matrix n n ℂ} (hρ : trace ρ = 1)
    (S : Fin 3 → Matrix n n ℂ) (c : Fin 3 → ℂ) (a b : Fin 3) :
    trace (ρ * ((S a - c a • (1 : Matrix n n ℂ)) * (S b - c b • (1 : Matrix n n ℂ)))) =
      trace (ρ * (S a * S b)) - c b * moment ρ S a - c a * moment ρ S b + c a * c b := by
  have h : ρ * ((S a - c a • (1 : Matrix n n ℂ)) * (S b - c b • (1 : Matrix n n ℂ))) =
      ρ * (S a * S b) - c b • (ρ * S a) - c a • (ρ * S b) + (c a * c b) • ρ := by
    simp only [sub_mul, mul_sub, smul_mul_assoc, mul_smul_comm, one_mul, mul_one]
    module
  rw [h, trace_add, trace_sub, trace_sub, trace_smul, trace_smul, trace_smul, hρ]
  simp only [smul_eq_mul, mul_one, moment]

/-- For a local state of trace one, the strength splits into a part from the squares of the
spin components and a part from their commutators, weighted by the electron polarisation. -/
theorem strength_expand {ρ : Matrix n n ℂ} (hρ : trace ρ = 1)
    (S : Fin 3 → Matrix n n ℂ) (c p : Fin 3 → ℂ) :
    strength (electronState p) ρ S c =
      trace (ρ * ∑ a, S a * S a) - ∑ a, moment ρ S a ^ 2 + ∑ a, (moment ρ S a - c a) ^ 2
      + Complex.I * (p 2 * trace (ρ * (S 0 * S 1 - S 1 * S 0))
        + p 0 * trace (ρ * (S 1 * S 2 - S 2 * S 1))
        + p 1 * trace (ρ * (S 2 * S 0 - S 0 * S 2))) := by
  -- the trace over the product space factorises term by term
  have h : strength (electronState p) ρ S c =
      ∑ a, ∑ b, trace (electronState p * (pauli a * pauli b)) *
        trace (ρ * ((S a - c a • (1 : Matrix n n ℂ)) * (S b - c b • (1 : Matrix n n ℂ)))) := by
    unfold strength disorder
    rw [Finset.sum_mul_sum]
    simp only [Finset.mul_sum, trace_sum, ← Matrix.mul_kronecker_mul, Matrix.trace_kronecker]
  rw [h]
  simp only [electron_correlator, local_correlator hρ, Fin.sum_univ_three, mul_add, mul_sub,
    trace_add, trace_sub, Matrix.of_apply, Matrix.cons_val]
  ring

end

end StrengthExpand
```

The compiler's answer:

```
Try this:
  [apply] ring_nf
  
  The `ring` tactic failed to close the goal. Use `ring_nf` to obtain a normal form.
    
  Note that `ring` works primarily in *commutative* rings. If you have a noncommutative ring, abelian group or module, consider using `noncomm_ring`, `abel` or `module` instead.
Main.lean:65:56: error: unsolved goals
n : Type u_1
inst✝¹ : Fintype n
inst✝ : DecidableEq n
ρ : Matrix n n ℂ
hρ : ρ.trace = 1
S : Fin 3 → Matrix n n ℂ
c p : Fin 3 → ℂ
h :
  strength (electronState p) ρ S c =
    ∑ a, ∑ b, (electronState p * (pauli a * pauli b)).trace * (ρ * ((S a - c a • 1) * (S b - c b • 1))).trace
⊢ (ρ * ((S 0 - c 0 • 1) * S 0)).trace - (ρ * ((S 0 - c 0 • 1) * c 0 • 1)).trace +
                                    Complex.I * p 2 * (ρ * ((S 0 - c 0 • 1) * S 1)).trace -
                                  Complex.I * p 2 * (ρ * ((S 0 - c 0 • 1) * c 1 • 1)).trace -
                                Complex.I * p 2 * (ρ * ((S 1 - c 1 • 1) * S 0)).trace +
                              Complex.I * p 2 * (ρ * ((S 1 - c 1 • 1) * c 0 • 1)).trace -
                            Complex.I * p 1 * (ρ * ((S 0 - c 0 • 1) * S 2)).trace +
                          Complex.I * p 1 * (ρ * ((S 0 - c 0 • 1) * c 2 • 1)).trace +
                        Complex.I * p 1 * (ρ * ((S 2 - c 2 • 1) * S 0)).trace -
                      Complex.I * p 1 * (ρ * ((S 2 - c 2 • 1) * c 0 • 1)).trace +
                    Complex.I * p 0 * (ρ * ((S 1 - c 1 • 1) * S 2)).trace -
                  Complex.I * p 0 * (ρ * ((S 1 - c 1 • 1) * c 2 • 1)).trace -
                Complex.I * p 0 * (ρ * ((S 2 - c 2 • 1) * S 1)).trace +
              Complex.I * p 0 * (ρ * ((S 2 - c 2 • 1) * c 1 • 1)).trace +
            (ρ * ((S 1 - c 1 • 1) * S 1)).trace -
          (ρ * ((S 1 - c 1 • 1) * c 1 • 1)).trace +
        (ρ * ((S 2 - c 2 • 1) * S 2)).trace -
      (ρ * ((S 2 - c 2 • 1) * c 2 • 1)).trace =
    Complex.I * p 2 * (ρ * (S 0 * S 1)).trace - Complex.I * p 2 * (ρ * (S 1 * S 0)).trace +
                              Complex.I * p 1 * (ρ * (S 2 * S 0)).trace -
                            Complex.I * p 1 * (ρ * (S 0 * S 2)).trace +
                          Complex.I * p 0 * (ρ * (S 1 * S 2)).trace -
                        Complex.I * p 0 * (ρ * (S 2 * S 1)).trace +
                      (ρ * (S 0 * S 0)).trace +
                    (ρ * (S 1 * S 1)).trace +
                  (ρ * (S 2 * S 2)).trace -
                moment ρ S 0 * c 0 * 2 -
              moment ρ S 1 * c 1 * 2 -
            moment ρ S 2 * c 2 * 2 +
          c 0 ^ 2 +
        c 1 ^ 2 +
      c 2 ^ 2
Main.lean:74:34: warning: This simp argument is unused:
  local_correlator hρ

Hint: Omit it from the simp argument list.
  [apply] simp only [electron_correlator, Fin.sum_univ_three, mul_add, mul_sub, trace_add, trace_sub, Matrix.of_apply,
    Matrix.cons_val]

Note: This linter can be disabled with `set_option linter.unusedSimpArgs false`
```

What went wrong. The warning that `local_correlator hρ` is unused explains the error. That lemma rewrites the trace of `ρ` times a product of two shifted spins, `(S a - c a • 1) * (S b - c b • 1)`. But the same `simp only` call also has `mul_sub`, and `simp` simplifies the inside of a term before trying such lemmas on the whole. It therefore splits the product at its second factor first, and the pattern `local_correlator` needs is gone.

The goal is left with traces such as `(ρ * ((S 0 - c 0 • 1) * S 0)).trace`. To `ring` these are opaque complex numbers, unrelated to the traces and moments on the right-hand side, so it cannot close the goal. Its suggestion of `ring_nf` would only normalise the expression, not supply the missing step.

The repair splits the call in two. The first `simp only` inserts both correlators while the products are still intact; the second expands the sums and distributes what remains. Both sides are then written in the same traces and moments, and `ring` finishes. The added comment only describes this order.

As a diff, the version that Lean accepts:

```diff
@@ -72,6 +72,8 @@
     simp only [Finset.mul_sum, trace_sum, ← Matrix.mul_kronecker_mul, Matrix.trace_kronecker]
   rw [h]
-  simp only [electron_correlator, local_correlator hρ, Fin.sum_univ_three, mul_add, mul_sub,
-    trace_add, trace_sub, Matrix.of_apply, Matrix.cons_val]
+  -- insert both correlators first, then distribute the remaining products
+  simp only [electron_correlator, local_correlator hρ]
+  simp only [Fin.sum_univ_three, mul_add, mul_sub, trace_add, trace_sub, Matrix.of_apply,
+    Matrix.cons_val]
   ring
 
```
